# The Lipkin Hamiltonian e Jz + (V/2)(J₊² + J₋²) is unitarily equivalent to its negative

I have n fermions spread over two levels, each n-fold degenerate, at energies ±e/2. An interaction moves them between the levels in pairs, with the same strength V for every pair. In the collective spin-n/2 multiplet this is

H = e Jz + (V/2)(J₊² + J₋²).

In every small case I diagonalise, the energies come in pairs ±E. Exchanging the two levels reverses Jz, but it only swaps J₊² with J₋², so the interaction keeps its sign. What reverses the interaction?

## A phase i for each particle in the lower level

Label the basis states |k⟩, k = 0, …, n, with magnetic number m = n/2 − k (ħ = 1). For e > 0, k counts the particles in the lower level. Then

J₊|k⟩ = √(k(n+1−k)) |k−1⟩, J₋ = J₊†,

where the coefficient vanishes at k = 0.

Let F|k⟩ = |n−k⟩. Both F J₊|k⟩ and J₋F|k⟩ equal √(k(n+1−k)) |n−k+1⟩, so F J₊ = J₋F. Since F² = 1, also F J₋ = J₊F. Because n/2 − (n−k) = −(n/2 − k), we have F Jz = −Jz F.

Now let D(z)|k⟩ = zᵏ|k⟩ with z ≠ 0. It commutes with Jz. As J₊² lowers k by two and J₋² raises it by two,

D(z) J₊² = z⁻² J₊² D(z),

D(z) J₋² = z² J₋² D(z).

For z = −1 both factors are 1, so H commutes with the parity (−1)ᵏ. For z = i both are −1, which is the missing sign. With W = D(i)F,

W Jz = −Jz W, W J₊² = −J₋² W, W J₋² = −J₊² W,

and hence WH = −HW. Both factors of W are unitary, so WHW† = −H. If Hv = Ev with v ≠ 0, then H(Wv) = −WHv = −E Wv, and Wv ≠ 0.

For n = 2, both nonzero entries of J₊ are √2, so J₊²|2⟩ = 2|0⟩. The rows of H are (e, 0, V), (0, 0, 0) and (V, 0, −e), giving

det(x − H) = x[(x−e)(x+e) − V²] = x(x² − e² − V²).

Take e = 3, V = 4: the energies are 0 and ±5. The state (2, 0, 1)/√5 has energy 5. The flip gives (1, 0, 2)/√5, and the phases (1, i, −1) turn this into (1, 0, −2)/√5, which has energy −5.

The equivalence has a neighbouring consequence, argued here by hand and absent from the code below. For even n the dimension n+1 is odd, so det H = det(−H) = −det H. Thus det H = 0, and some nonzero state has zero energy.

In this finite, single-multiplet model, parity splits the matrix into two blocks for diagonalisation, and the ±E pairing gives a check on a computed spectrum.

## The matrices and theorems in Lean

Operators are complex matrices indexed by `Fin (n + 1)`, whose elements are the labels k. `Jz`, `Jp` and `Jm` are the spin matrices, `phase n z` is D(z), `indexFlip n` is F and `reversal n` is W. In `lipkin n e V`, the parameters are real and n is any natural number, including 0.

The theorems state that H is Hermitian, that it commutes with `phase n (-1)`, that W is unitary with WHW† = −H, that W carries eigenvectors at E to eigenvectors at −E, and that the n = 2 characteristic polynomial is the one above. The file starts from the spin matrices: it neither derives them from fermion operators nor states their commutation relations. It also leaves out the further Lipkin interaction that scatters one particle up and another down.

`indexFlip_apply` turns multiplication by F into reversal of an index. `indexFlip_relations` then compares entries, the nonzero entries of F J₊ and J₋F being those with row and column labels i + j = n + 1. `phase_relations` first moves D(z) past a single ladder matrix, recorded as `SemiconjBy`, and `pow_right 2` squares the factor. `parity_conserved` sets z = −1.

In `lipkin_unitarily_equivalent_neg`, `mul_left` composes the flip and phase relations into `wz`, `wp` and `wm`, the three relations for W; `hW` adds them. `eigenvector_pairing` uses W†W = 1 to show that Wv is nonzero. `charpoly_two` computes the 3×3 matrix entry by entry and expands its determinant.

```lean
import Mathlib

open Matrix

namespace LipkinModel

noncomputable section

/-- The spin-`n/2` matrix `Jz`, diagonal with entries `n/2 - k` for `k = 0, …, n`. -/
def Jz (n : ℕ) : Matrix (Fin (n + 1)) (Fin (n + 1)) ℂ :=
  Matrix.diagonal fun k => (n : ℂ) / 2 - ((k : ℕ) : ℂ)

/-- The raising matrix `J₊`, taking basis state `k` to `√(k (n + 1 - k))` times state `k - 1`. -/
def Jp (n : ℕ) : Matrix (Fin (n + 1)) (Fin (n + 1)) ℂ :=
  Matrix.of fun i j => if (i : ℕ) + 1 = (j : ℕ) then
    ((√(((j : ℕ) : ℝ) * ((n : ℝ) + 1 - ((j : ℕ) : ℝ))) : ℝ) : ℂ) else 0

/-- The lowering matrix `J₋`, the adjoint of `J₊`. -/
def Jm (n : ℕ) : Matrix (Fin (n + 1)) (Fin (n + 1)) ℂ := (Jp n)ᴴ

/-- The Lipkin Hamiltonian `e Jz + (V/2) (J₊² + J₋²)`. -/
def lipkin (n : ℕ) (e V : ℝ) : Matrix (Fin (n + 1)) (Fin (n + 1)) ℂ :=
  (e : ℂ) • Jz n + ((V : ℂ) / 2) • (Jp n ^ 2 + Jm n ^ 2)

/-- The diagonal matrix `diag(z^k)`. -/
def phase (n : ℕ) (z : ℂ) : Matrix (Fin (n + 1)) (Fin (n + 1)) ℂ :=
  Matrix.diagonal fun k => z ^ (k : ℕ)

/-- The index flip, exchanging basis states `k` and `n - k`. -/
def indexFlip (n : ℕ) : Matrix (Fin (n + 1)) (Fin (n + 1)) ℂ :=
  Matrix.of fun i j => if i.rev = j then 1 else 0

/-- The index flip followed by the phases `i^k`. -/
def reversal (n : ℕ) : Matrix (Fin (n + 1)) (Fin (n + 1)) ℂ :=
  phase n Complex.I * indexFlip n

/-- Multiplying by the index flip reverses the rows (from the left) or columns (from the right). -/
theorem indexFlip_apply (n : ℕ) (A : Matrix (Fin (n + 1)) (Fin (n + 1)) ℂ)
    (i j : Fin (n + 1)) :
    (indexFlip n * A) i j = A i.rev j ∧ (A * indexFlip n) i j = A i j.rev := by
  constructor
  · simp [indexFlip, Matrix.mul_apply]
  · simp [indexFlip, Matrix.mul_apply, Fin.rev_eq_iff]

/-- The index flip exchanges `J₊` with `J₋` and reverses `Jz`. -/
theorem indexFlip_relations (n : ℕ) :
    indexFlip n * Jp n = Jm n * indexFlip n ∧ indexFlip n * Jm n = Jp n * indexFlip n ∧
    indexFlip n * Jz n = -Jz n * indexFlip n := by
  have ff : indexFlip n * indexFlip n = 1 := by
    ext i j
    rw [(indexFlip_apply n _ i j).1]
    simp [indexFlip, Matrix.one_apply]
  have hp : indexFlip n * Jp n = Jm n * indexFlip n := by
    ext i j
    rw [(indexFlip_apply n _ i j).1, (indexFlip_apply n _ i j).2]
    have hi := i.isLt
    have hj := j.isLt
    by_cases h : (i : ℕ) + (j : ℕ) = n + 1
    · have h1 : (i.rev : ℕ) + 1 = (j : ℕ) := by rw [Fin.val_rev]; omega
      have h2 : (j.rev : ℕ) + 1 = (i : ℕ) := by rw [Fin.val_rev]; omega
      have hc : ((i : ℕ) : ℝ) = (n : ℝ) + 1 - ((j : ℕ) : ℝ) := by
        have : ((i : ℕ) : ℝ) + ((j : ℕ) : ℝ) = (n : ℝ) + 1 := by exact_mod_cast h
        linarith
      simp only [Jm, Jp, Matrix.conjTranspose_apply, Matrix.of_apply, h1, h2, ↓reduceIte]
      rw [Complex.star_def, Complex.conj_ofReal, hc]
      congr 2
      ring
    · have h1 : ¬ (i.rev : ℕ) + 1 = (j : ℕ) := by rw [Fin.val_rev]; omega
      have h2 : ¬ (j.rev : ℕ) + 1 = (i : ℕ) := by rw [Fin.val_rev]; omega
      simp only [Jm, Jp, Matrix.conjTranspose_apply, Matrix.of_apply, h1, h2, ↓reduceIte,
        star_zero]
  refine ⟨hp, ?_, ?_⟩
  · calc indexFlip n * Jm n = indexFlip n * (Jm n * indexFlip n) * indexFlip n := by
          rw [mul_assoc, mul_assoc, ff, mul_one]
      _ = indexFlip n * (indexFlip n * Jp n) * indexFlip n := by rw [hp]
      _ = Jp n * indexFlip n := by rw [← mul_assoc (indexFlip n) (indexFlip n), ff, one_mul]
  · ext i j
    rw [(indexFlip_apply n _ i j).1, (indexFlip_apply n _ i j).2, Matrix.neg_apply]
    by_cases h : i.rev = j
    · subst h
      have hr : ((i.rev : ℕ) : ℂ) = (n : ℂ) - ((i : ℕ) : ℂ) := by
        rw [Fin.val_rev, Nat.cast_sub (by omega)]
        push_cast
        ring
      rw [Fin.rev_rev, Jz, Matrix.diagonal_apply_eq, Matrix.diagonal_apply_eq, hr]
      ring
    · have h' : i ≠ j.rev := fun hh => h (by rw [hh, Fin.rev_rev])
      rw [Jz, Matrix.diagonal_apply_ne _ h, Matrix.diagonal_apply_ne _ h', neg_zero]

/-- For `z ≠ 0` the matrix `diag(z^k)` commutes with `Jz`, and moving it to the right past `J₊²`
or `J₋²` gives a factor `z⁻²` or `z²`. -/
theorem phase_relations (n : ℕ) (z : ℂ) (hz : z ≠ 0) :
    phase n z * Jz n = Jz n * phase n z ∧
    phase n z * Jp n ^ 2 = z⁻¹ ^ 2 • Jp n ^ 2 * phase n z ∧
    phase n z * Jm n ^ 2 = z ^ 2 • Jm n ^ 2 * phase n z := by
  have hk : ∀ k : ℕ, z ^ k = z⁻¹ * z ^ (k + 1) := fun k => by
    rw [pow_succ', inv_mul_cancel_left₀ hz]
  have hp : SemiconjBy (phase n z) (Jp n) (z⁻¹ • Jp n) := by
    show _ * _ = _ * _
    ext i j
    simp only [phase, Matrix.smul_apply, Matrix.diagonal_mul, Matrix.mul_diagonal, smul_eq_mul,
      Jp, Matrix.of_apply]
    split_ifs with h
    · rw [← h, hk (i : ℕ)]; ring
    · simp
  have hm : SemiconjBy (phase n z) (Jm n) (z • Jm n) := by
    show _ * _ = _ * _
    ext i j
    simp only [phase, Matrix.smul_apply, Matrix.diagonal_mul, Matrix.mul_diagonal, smul_eq_mul,
      Jm, Jp, Matrix.conjTranspose_apply, Matrix.of_apply]
    split_ifs with h
    · rw [← h, pow_succ]; ring
    · simp
  refine ⟨by simp only [phase, Jz, Matrix.diagonal_mul_diagonal, mul_comm], ?_, ?_⟩
  · rw [← smul_pow]; exact (hp.pow_right 2).eq
  · rw [← smul_pow]; exact (hm.pow_right 2).eq

/-- The Lipkin Hamiltonian with real `e` and `V` is Hermitian. -/
theorem lipkin_isHermitian (n : ℕ) (e V : ℝ) : (lipkin n e V).IsHermitian := by
  have hz : (Jz n)ᴴ = Jz n := by
    rw [Jz, Matrix.diagonal_conjTranspose]
    congr 1
    funext k
    simp
  have he : star (e : ℂ) = e := by simp
  have hv : star ((V : ℂ) / 2) = (V : ℂ) / 2 := by simp
  rw [Matrix.IsHermitian, lipkin]
  simp only [Matrix.conjTranspose_add, Matrix.conjTranspose_smul, Matrix.conjTranspose_pow, Jm,
    Matrix.conjTranspose_conjTranspose, hz, he, hv]
  rw [add_comm ((Jp n)ᴴ ^ 2)]

/-- The Lipkin Hamiltonian commutes with the parity `diag((-1)^k)`. -/
theorem parity_conserved (n : ℕ) (e V : ℝ) :
    phase n (-1) * lipkin n e V = lipkin n e V * phase n (-1) := by
  obtain ⟨hz, hp, hm⟩ := phase_relations n (-1) (by norm_num)
  simp only [inv_pow, neg_one_sq, inv_one, one_smul] at hp hm
  simp only [lipkin, mul_add, add_mul, mul_smul_comm, smul_mul_assoc, hz, hp, hm]

/-- The index flip followed by the phases `i^k` is unitary and carries the Lipkin Hamiltonian
`H` into `-H`. -/
theorem lipkin_unitarily_equivalent_neg (n : ℕ) (e V : ℝ) :
    reversal n ∈ Matrix.unitaryGroup (Fin (n + 1)) ℂ ∧
    reversal n * lipkin n e V * (reversal n)ᴴ = -lipkin n e V := by
  have hF : indexFlip n ∈ Matrix.unitaryGroup (Fin (n + 1)) ℂ := by
    rw [Matrix.mem_unitaryGroup_iff]
    ext i j
    rw [(indexFlip_apply n _ i j).1, Matrix.star_apply]
    by_cases h : i = j
    · subst h
      simp [indexFlip]
    · simp [indexFlip, h, Ne.symm h]
  have hD : phase n Complex.I ∈ Matrix.unitaryGroup (Fin (n + 1)) ℂ := by
    have h : ∀ k : ℕ, Complex.I ^ k * star (Complex.I ^ k) = 1 := by
      intro k
      rw [star_pow, ← mul_pow]
      simp
    rw [Matrix.mem_unitaryGroup_iff, Matrix.star_eq_conjTranspose, phase,
      Matrix.diagonal_conjTranspose, Matrix.diagonal_mul_diagonal, ← Matrix.diagonal_one]
    exact congrArg Matrix.diagonal (funext fun k => h k)
  have hu : reversal n ∈ Matrix.unitaryGroup (Fin (n + 1)) ℂ := mul_mem hD hF
  -- the phases reverse the pair terms, the flip reverses `Jz`
  obtain ⟨fp, fm, fz⟩ := indexFlip_relations n
  obtain ⟨hz, hp, hm⟩ := phase_relations n Complex.I Complex.I_ne_zero
  simp only [inv_pow, Complex.I_sq, inv_neg, inv_one, neg_smul, one_smul] at hp hm
  have dz : SemiconjBy (phase n Complex.I) (-Jz n) (-Jz n) := by
    show _ * _ = _ * _
    rw [mul_neg, neg_mul, hz]
  have dp : SemiconjBy (phase n Complex.I) (Jp n ^ 2) (-Jp n ^ 2) := hp
  have dm : SemiconjBy (phase n Complex.I) (Jm n ^ 2) (-Jm n ^ 2) := hm
  have wz : reversal n * Jz n = -Jz n * reversal n :=
    (dz.mul_left (show SemiconjBy _ _ _ from fz)).eq
  have wp : reversal n * Jp n ^ 2 = -Jm n ^ 2 * reversal n :=
    (dm.mul_left ((show SemiconjBy _ _ _ from fp).pow_right 2)).eq
  have wm : reversal n * Jm n ^ 2 = -Jp n ^ 2 * reversal n :=
    (dp.mul_left ((show SemiconjBy _ _ _ from fm).pow_right 2)).eq
  have hW : reversal n * lipkin n e V = -(lipkin n e V * reversal n) := by
    simp only [lipkin, mul_add, add_mul, mul_smul_comm, smul_mul_assoc, wz, wp, wm, neg_mul]
    module
  refine ⟨hu, ?_⟩
  rw [hW, neg_mul, mul_assoc, ← Matrix.star_eq_conjTranspose,
    Matrix.mem_unitaryGroup_iff.mp hu, mul_one]

/-- If `v` is an eigenvector of the Lipkin Hamiltonian with eigenvalue `E`, then its image under
the flip and the phases `i^k` is an eigenvector with eigenvalue `-E`. -/
theorem eigenvector_pairing (n : ℕ) (e V : ℝ) (E : ℂ) (v : Fin (n + 1) → ℂ) (hv : v ≠ 0)
    (hE : lipkin n e V *ᵥ v = E • v) :
    reversal n *ᵥ v ≠ 0 ∧
    lipkin n e V *ᵥ (reversal n *ᵥ v) = (-E) • (reversal n *ᵥ v) := by
  obtain ⟨hu, hH⟩ := lipkin_unitarily_equivalent_neg n e V
  have hu' : (reversal n)ᴴ * reversal n = 1 := Matrix.mem_unitaryGroup_iff'.mp hu
  constructor
  · intro h0
    apply hv
    rw [← Matrix.one_mulVec v, ← hu', ← Matrix.mulVec_mulVec, h0, Matrix.mulVec_zero]
  · have h : lipkin n e V * reversal n = -(reversal n * lipkin n e V) := by
      rw [← neg_eq_iff_eq_neg, ← neg_mul, ← hH, mul_assoc, hu', mul_one]
    rw [Matrix.mulVec_mulVec, h, Matrix.neg_mulVec, ← Matrix.mulVec_mulVec, hE,
      Matrix.mulVec_smul, neg_smul]

/-- For `n = 2` the characteristic polynomial of the Lipkin Hamiltonian is
`x (x² - e² - V²)`. -/
theorem charpoly_two (e V : ℝ) :
    (lipkin 2 e V).charpoly = Polynomial.X *
      (Polynomial.X ^ 2 - Polynomial.C (e : ℂ) ^ 2 - Polynomial.C (V : ℂ) ^ 2) := by
  have hs : ((√2 : ℝ) : ℂ) * ((√2 : ℝ) : ℂ) = 2 := by
    rw [← Complex.ofReal_mul, Real.mul_self_sqrt (by norm_num)]
    norm_num
  have h1 : Jp 2 = !![0, ((√2 : ℝ) : ℂ), 0; 0, 0, ((√2 : ℝ) : ℂ); 0, 0, 0] := by
    ext i j
    fin_cases i <;> fin_cases j <;> norm_num [Jp]
  have hp : Jp 2 ^ 2 = !![0, 0, 2; 0, 0, 0; 0, 0, 0] := by
    rw [sq, h1]
    ext i j
    fin_cases i <;> fin_cases j <;> simp [Matrix.mul_apply, Fin.sum_univ_succ, hs]
  have hm : Jm 2 ^ 2 = !![0, 0, 0; 0, 0, 0; 2, 0, 0] := by
    rw [Jm, ← Matrix.conjTranspose_pow, hp]
    ext i j
    fin_cases i <;> fin_cases j <;> simp
  have hH : lipkin 2 e V = !![(e : ℂ), 0, (V : ℂ); 0, 0, 0; (V : ℂ), 0, -(e : ℂ)] := by
    rw [lipkin, hp, hm]
    ext i j
    fin_cases i <;> fin_cases j <;> norm_num [Jz]
  rw [hH, Matrix.charpoly, Matrix.det_fin_three]
  simp
  ring

end

end LipkinModel
```

```lean
#print axioms LipkinModel.parity_conserved
#print axioms LipkinModel.lipkin_unitarily_equivalent_neg
#print axioms LipkinModel.eigenvector_pairing
#print axioms LipkinModel.charpoly_two
```

```
'LipkinModel.parity_conserved' depends on axioms: [propext, Classical.choice, Quot.sound]
'LipkinModel.lipkin_unitarily_equivalent_neg' depends on axioms: [propext, Classical.choice, Quot.sound]
'LipkinModel.eigenvector_pairing' depends on axioms: [propext, Classical.choice, Quot.sound]
'LipkinModel.charpoly_two' depends on axioms: [propext, Classical.choice, Quot.sound]
```
